# Density–density interactions add nothing to the fermionic lattice current operator

## A current that loses particles

If the current operator in a lattice simulation does not match the Hamiltonian, the density at a site changes by an amount that the computed currents do not account for, and particles seem to leak. A wrong sign or a missing complex conjugate on a hopping phase is enough. The matching operator follows from a commutator.

Take finitely many fermionic modes with annihilators $c_x$, creators $c_x^*$ and densities $n_x=c_x^*c_x$. The label $x$ may include spin. With $\{a,b\}=ab+ba$, $[a,b]=ab-ba$ and $\hbar=1$, assume
$$\{c_x,c_y\}=0,\qquad \{c_x,c_y^*\}=\delta_{xy},$$
$$H=\sum_{x,y}h_{xy}c_x^*c_y+\sum_{x,y}V_{xy}n_xn_y .$$

## The continuity equation and its derivation

The claim is
$$i[H,n_x]=\sum_y J_{xy},\qquad J_{xy}=i\,(h_{yx}c_y^*c_x-h_{xy}c_x^*c_y),$$
where $J_{xy}$ is the current from $y$ into $x$.

The adjoint of the first relation gives $\{c_x^*,c_y^*\}=0$. Hence
$$[c_y,n_x]=\{c_y,c_x^*\}c_x-c_x^*\{c_y,c_x\}=\delta_{xy}c_x,$$
$$[c_y^*,n_x]=\{c_y^*,c_x^*\}c_x-c_x^*\{c_x,c_y^*\}=-\delta_{xy}c_x^*.$$
By the product rule,
$$[c_a^*c_b,n_x]=\delta_{bx}c_a^*c_x-\delta_{ax}c_x^*c_b.$$

For $a=b$ the right side vanishes, so densities commute and the $V$ term drops out. Weighting by $h_{ab}$ and summing leaves
$$[H,n_x]=\sum_y(h_{yx}c_y^*c_x-h_{xy}c_x^*c_y),$$
and a factor $i$ gives the claim.

Exchanging the sites shows $J_{xy}=-J_{yx}$. If $h$ is Hermitian, then
$$J_{xy}^*=-i\,(h_{xy}c_x^*c_y-h_{yx}c_y^*c_x)=J_{xy}.$$

For a region $S$, let $Z=\sum_{x,y\in S}J_{xy}$. Renaming the indices gives $Z=-Z$, so $Z=0$ and
$$i\Big[H,\sum_{x\in S}n_x\Big]=\sum_{x\in S}\sum_{y\notin S}J_{xy}.$$
If $S$ is the whole system, the right side is empty and $H$ commutes with the total number.

## Bond currents in a simulation

For Hermitian $h$ and a state with one-particle correlations $G_{xy}=\langle c_x^*c_y\rangle$, the current is
$$\langle J_{xy}\rangle=2\,\mathrm{Im}(h_{xy}G_{xy}).$$
A time-evolution code for a finite Hubbard cluster can compare the sum of these over $y$ with the numerical derivative of $\langle n_x\rangle$. The interaction affects the current only through $G$.

## Replacing a mode by a number

Let $a$ be a single fermionic mode and set $c_1=a$, $c_2=1$, which violates the anticommutation relations. With $h_{12}=h_{21}=1$ and all other coefficients zero, $H=a+a^*$ and the total number is $a^*a+1$. Their commutator is $a-a^*\neq0$: the number standing in for mode 2 acts as a source and sink of particles. This $H$ is odd in the fermion operators, so it violates fermion parity and is not a physical Hamiltonian; the example only shows that the algebra can fail without the anticommutation relations.

## What the Lean statement covers

The operators live in a ring `A` with a star operation and complex scalars; no Hilbert space is needed. `IsCAR` contains the two anticommutation relations, and `star (c x)` is the creator. `rate H a` is $i[H,a]$, and `current c h x y` is $J_{xy}$.

The matrices `h` and `V` are arbitrary, though `rate` is the physical Heisenberg rate only for self-adjoint $H$. Both orderings of a pair count in the $V$ sum. Pairing terms, density-dependent hopping and general four-index Coulomb integrals are not covered.

```lean
import Mathlib

open Matrix

namespace LatticeCurrentContinuity

noncomputable section

variable {ι A : Type*} [Ring A] [StarRing A]

/-- The canonical anticommutation relations for annihilators `c x`, whose creators are
`star (c x)`. -/
structure IsCAR [DecidableEq ι] (c : ι → A) : Prop where
  anti : ∀ x y, c x * c y + c y * c x = 0
  mixed : ∀ x y, c x * star (c y) + star (c y) * c x = if x = y then 1 else 0

/-- The density (occupation number) `n_x = c*_x c_x`. -/
def density (c : ι → A) (x : ι) : A := star (c x) * c x

/-- For canonical anticommutation relations, `[c_y, n_x]` is `c_x` if `y = x` and zero
otherwise. -/
theorem annihilator_comm_density [DecidableEq ι] {c : ι → A} (hc : IsCAR c) (y x : ι) :
    c y * density c x - density c x * c y = if y = x then c x else 0 := by
  have key : c y * density c x - density c x * c y
      = (c y * star (c x) + star (c x) * c y) * c x
        - star (c x) * (c y * c x + c x * c y) := by
    unfold density
    noncomm_ring
  rw [key, hc.mixed, hc.anti]
  split_ifs <;> simp

/-- For canonical anticommutation relations, `[c*_y, n_x]` is `-c*_x` if `x = y` and zero
otherwise. -/
theorem creator_comm_density [DecidableEq ι] {c : ι → A} (hc : IsCAR c) (y x : ι) :
    star (c y) * density c x - density c x * star (c y)
      = if x = y then -star (c x) else 0 := by
  -- creators anticommute because annihilators do
  have hs := congrArg star (hc.anti x y)
  rw [star_add, star_mul, star_mul, star_zero] at hs
  have key : star (c y) * density c x - density c x * star (c y)
      = (star (c y) * star (c x) + star (c x) * star (c y)) * c x
        - star (c x) * (c x * star (c y) + star (c y) * c x) := by
    unfold density
    noncomm_ring
  rw [key, hc.mixed, hs]
  split_ifs <;> simp

/-- For canonical anticommutation relations, the transfer `c*_a c_b` of a particle from `b`
to `a` changes the density at `x` only if `x` is one of the two end points. -/
theorem transfer_comm_density [DecidableEq ι] {c : ι → A} (hc : IsCAR c) (a b x : ι) :
    star (c a) * c b * density c x - density c x * (star (c a) * c b)
      = (if b = x then star (c a) * c x else 0)
        - (if x = a then star (c x) * c b else 0) := by
  have key : star (c a) * c b * density c x - density c x * (star (c a) * c b)
      = star (c a) * (c b * density c x - density c x * c b)
        + (star (c a) * density c x - density c x * star (c a)) * c b := by
    noncomm_ring
  rw [key, annihilator_comm_density hc, creator_comm_density hc]
  split_ifs <;> simp [sub_eq_add_neg]

/-- For canonical anticommutation relations, the densities at any two sites commute. -/
theorem density_commute [DecidableEq ι] {c : ι → A} (hc : IsCAR c) (y x : ι) :
    Commute (density c y) (density c x) := by
  by_cases hyx : y = x
  · rw [hyx]
  · have h := transfer_comm_density hc y y x
    rw [if_neg hyx, if_neg (Ne.symm hyx), sub_zero] at h
    exact sub_eq_zero.mp h

variable [Algebra ℂ A]

/-- The current from site `y` into site `x`, `i (h_yx c*_y c_x - h_xy c*_x c_y)`. -/
def current (c : ι → A) (h : Matrix ι ι ℂ) (x y : ι) : A :=
  Complex.I • (h y x • (star (c y) * c x) - h x y • (star (c x) * c y))

/-- The current from `y` into `x` is minus the current from `x` into `y`. -/
theorem current_antisymm (c : ι → A) (h : Matrix ι ι ℂ) (x y : ι) :
    current c h x y = -current c h y x := by
  unfold current
  rw [← smul_neg, neg_sub]

/-- If the star operation conjugates complex scalars and the hopping matrix is Hermitian, the
current between two sites is self-adjoint. -/
theorem current_selfAdjoint [StarModule ℂ A] (c : ι → A) {h : Matrix ι ι ℂ}
    (hh : h.IsHermitian) (x y : ι) : star (current c h x y) = current c h x y := by
  have hI : star Complex.I = -Complex.I := Complex.conj_I
  simp only [current, star_smul, star_sub, star_mul, star_star, hh.apply, hI]
  module

/-- The Heisenberg rate of change `i [H, a]` of an observable `a`, in units with `ħ = 1`. -/
def rate (H a : A) : A := Complex.I • (H * a - a * H)

variable [Fintype ι]

/-- The hopping energy `∑ h_xy c*_x c_y`. -/
def hopping (c : ι → A) (h : Matrix ι ι ℂ) : A :=
  ∑ x, ∑ y, h x y • (star (c x) * c y)

/-- The density-density interaction `∑ V_xy n_x n_y`. -/
def interaction (c : ι → A) (V : Matrix ι ι ℂ) : A :=
  ∑ x, ∑ y, V x y • (density c x * density c y)

/-- The Hamiltonian: hopping plus density-density interaction. -/
def hamiltonian (c : ι → A) (h V : Matrix ι ι ℂ) : A := hopping c h + interaction c V

/-- **Continuity equation.** For canonical anticommutation relations, the rate of change of
the density at `x` is the sum of the currents into `x`, whatever the interaction `V`. -/
theorem continuity [DecidableEq ι] {c : ι → A} (hc : IsCAR c) (h V : Matrix ι ι ℂ) (x : ι) :
    rate (hamiltonian c h V) (density c x) = ∑ y, current c h x y := by
  -- the interaction is built from densities and drops out
  have hV : Commute (interaction c V) (density c x) :=
    Commute.sum_left _ _ _ fun a _ => Commute.sum_left _ _ _ fun b _ =>
      ((density_commute hc a x).mul_left (density_commute hc b x)).smul_left _
  -- in the hopping energy only the bonds that end at `x` survive
  have hT : hopping c h * density c x - density c x * hopping c h
      = ∑ y, (h y x • (star (c y) * c x) - h x y • (star (c x) * c y)) := by
    calc hopping c h * density c x - density c x * hopping c h
        = ∑ a, ∑ b, h a b •
            (star (c a) * c b * density c x - density c x * (star (c a) * c b)) := by
          simp only [hopping, Finset.sum_mul, Finset.mul_sum, smul_mul_assoc,
            mul_smul_comm, smul_sub, Finset.sum_sub_distrib]
      _ = ∑ a, ∑ b, ((if b = x then h a b • (star (c a) * c x) else 0)
            - (if x = a then h a b • (star (c x) * c b) else 0)) := by
          refine Finset.sum_congr rfl fun a _ => Finset.sum_congr rfl fun b _ => ?_
          rw [transfer_comm_density hc]
          split_ifs <;> simp [smul_sub]
      _ = _ := by
          simp only [Finset.sum_sub_distrib]
          congr 1
          · simp
          · rw [Finset.sum_comm]
            simp
  have hH : hamiltonian c h V * density c x - density c x * hamiltonian c h V
      = hopping c h * density c x - density c x * hopping c h := by
    unfold hamiltonian
    rw [add_mul, mul_add, hV.eq]
    abel
  unfold rate
  rw [hH, hT, Finset.smul_sum]
  rfl

/-- For canonical anticommutation relations, the particle number in a region `S` changes at
the rate given by the currents that enter `S` from outside. -/
theorem continuity_region [DecidableEq ι] {c : ι → A} (hc : IsCAR c) (h V : Matrix ι ι ℂ)
    (S : Finset ι) :
    rate (hamiltonian c h V) (∑ x ∈ S, density c x)
      = ∑ x ∈ S, ∑ y ∈ Sᶜ, current c h x y := by
  have hlin : rate (hamiltonian c h V) (∑ x ∈ S, density c x)
      = ∑ x ∈ S, rate (hamiltonian c h V) (density c x) := by
    simp only [rate, Finset.mul_sum, Finset.sum_mul, smul_sub, Finset.smul_sum,
      Finset.sum_sub_distrib]
  -- the currents inside the region cancel in pairs
  have hanti : ∑ x ∈ S, ∑ y ∈ S, current c h x y
      = -∑ x ∈ S, ∑ y ∈ S, current c h x y := by
    calc ∑ x ∈ S, ∑ y ∈ S, current c h x y
        = ∑ x ∈ S, ∑ y ∈ S, current c h y x := Finset.sum_comm
      _ = _ := by
          simp only [← Finset.sum_neg_distrib]
          exact Finset.sum_congr rfl fun x _ => Finset.sum_congr rfl fun y _ =>
            current_antisymm c h y x
  have hzero : ∑ x ∈ S, ∑ y ∈ S, current c h x y = 0 := by
    generalize ∑ x ∈ S, ∑ y ∈ S, current c h x y = Z at hanti
    have h2 : Z = (1 / 2 : ℂ) • (Z + Z) := by module
    rw [h2, eq_neg_iff_add_eq_zero.mp hanti, smul_zero]
  rw [hlin]
  simp only [continuity hc, ← Finset.sum_add_sum_compl S (fun y => current c h _ y)]
  rw [Finset.sum_add_distrib, hzero, zero_add]

/-- For canonical anticommutation relations, the Hamiltonian commutes with the total particle
number. -/
theorem total_number_conserved [DecidableEq ι] {c : ι → A} (hc : IsCAR c)
    (h V : Matrix ι ι ℂ) : Commute (hamiltonian c h V) (∑ x, density c x) := by
  -- the whole system has no outside
  have h0 := continuity_region hc h V Finset.univ
  rw [Finset.compl_univ] at h0
  simp only [Finset.sum_empty, Finset.sum_const_zero, rate] at h0
  have h1 := congrArg (fun a : A => (-Complex.I) • a) h0
  simp only [smul_smul, neg_mul, Complex.I_mul_I, neg_neg, one_smul, smul_zero] at h1
  exact sub_eq_zero.mp h1

/-- The Jordan-Wigner matrices of two fermionic modes. -/
def jordanWigner : Fin 2 → Matrix (Fin 4) (Fin 4) ℂ :=
  ![!![0, 0, 1, 0; 0, 0, 0, 1; 0, 0, 0, 0; 0, 0, 0, 0],
    !![0, 1, 0, 0; 0, 0, 0, 0; 0, 0, 0, -1; 0, 0, 0, 0]]

/-- The two Jordan-Wigner matrices satisfy the canonical anticommutation relations. -/
theorem isCAR_witness : IsCAR jordanWigner := by
  constructor
  · intro x y
    ext i j
    fin_cases x <;> fin_cases y <;> fin_cases i <;> fin_cases j <;>
      simp [jordanWigner]
  · intro x y
    ext i j
    -- expand into entries before inserting the explicit matrices
    simp only [Matrix.add_apply, Matrix.mul_apply, Matrix.star_eq_conjTranspose,
      Matrix.conjTranspose_apply, Fin.sum_univ_four]
    fin_cases x <;> fin_cases y <;> fin_cases i <;> fin_cases j <;>
      simp [jordanWigner]

end

end LatticeCurrentContinuity
```

```lean
#print axioms LatticeCurrentContinuity.current_selfAdjoint
#print axioms LatticeCurrentContinuity.total_number_conserved
```

```
'LatticeCurrentContinuity.current_selfAdjoint' depends on axioms: [propext, Classical.choice, Quot.sound]
'LatticeCurrentContinuity.total_number_conserved' depends on axioms: [propext, Classical.choice, Quot.sound]
```

## From commutators to conservation in the code

`annihilator_comm_density` and `creator_comm_density` are the two basic commutators. In each, `noncomm_ring` checks the regrouping into anticommutators, and `split_ifs` treats equal and different sites. `transfer_comm_density` applies the product rule, and `density_commute` is its case $a=b$.

In `continuity`, `hV` removes the interaction and `hT` collapses the double hopping sum to the bonds at `x`. `current_antisymm` and `current_selfAdjoint` give the two symmetries of the current.

`continuity_region` splits the sum over `y` into `S` and its complement; `hzero` obtains $Z=0$ from $Z=-Z$ by halving. `total_number_conserved` takes `S` to be everything and multiplies by $-i$ to remove the prefactor.

Finally, `isCAR_witness` checks entry by entry that explicit $4\times4$ matrices for two modes satisfy the relations.
